# Cooper pair size: $\int_0^\infty f'^2\,de\big/\int_0^\infty f^2\,de = 4/(3B^2)$ for $f(e)=1/(2e+B)$ and $B>0$

## Position as a derivative above the Fermi surface

The size of a pair is a question about position, while Cooper's amplitude is a function of energy. The link chosen here is that position acts as a derivative with respect to the wave number $q$ measured from the Fermi surface, taken only at $q>0$. The mean square size is then the integral of the squared derivative, divided by the integral of the squared amplitude.

This choice carries idealisations. Near the Fermi surface the dispersion is taken as linear, $e=cq$ with $c=\hbar v_F$, where $v_F$ is the Fermi velocity. States are weighted uniformly in $q$, so the variation of the density of states is neglected. Energies run up to infinity, whereas the attraction in Cooper's model stops at a finite energy; the last section restores that limit. The amplitude jumps from zero to a finite value at the Fermi surface, and this jump is left out: differentiating across it would produce a delta function, whose square has no finite integral. The radius below therefore measures the smooth part of the amplitude.

The development works with real functions and Mathlib's integrals over half-lines.

```lean
import Mathlib

open MeasureTheory Set Filter Topology

namespace CooperPairSize

noncomputable section
```

## The amplitude and the radius

Two electrons with opposite momenta sit above an inert Fermi sea, each at energy $e$ above the Fermi level. With a constant attraction, the Schrödinger equation says that $(2e-E)$ times the amplitude is the same constant for every allowed state, where $E$ is the pair energy relative to twice the Fermi energy. For a bound pair $E=-B$, with $B>0$ the binding energy, and up to normalisation

$$f(e)=\frac{1}{2e+B}.$$

The file takes this amplitude as its definition; the eigenvalue condition that fixes $B$ from the attraction is not treated. In `pairAmp B e`, both arguments are real numbers in the same energy unit.

```lean
/-- The Cooper pair amplitude at energy `e` above the Fermi level, for binding energy `B`. -/
def pairAmp (B e : ℝ) : ℝ := 1 / (2 * e + B)
```

The radius is

$$R=\left(\frac{\int_0^\infty \left|\frac{d}{dq}f(cq)\right|^2dq}{\int_0^\infty f(cq)^2\,dq}\right)^{1/2}.$$

Dividing by the second integral supplies the normalisation, so $f$ itself may stay unnormalised. Since the amplitude belongs to the relative motion, $R$ is an estimate of the separation of the two electrons, by custom called the pair radius. It is not their full root-mean-square separation, which diverges for this amplitude once the jump at the Fermi surface is counted. In Lean, `Ioi 0` is the open half-line $q>0$ and `deriv` is the ordinary derivative.

```lean
/-- The pair radius for linear dispersion `e = c * q`, with `q > 0` the wave number measured from
the Fermi surface: the square root of the integral of the squared `q`-derivative of the amplitude
over the integral of its square. The jump of the amplitude at `q = 0` is not counted. -/
def pairRadius (c B : ℝ) : ℝ :=
  √((∫ q in Ioi (0 : ℝ), (deriv (fun p : ℝ => pairAmp B (c * p)) q) ^ 2) /
    (∫ q in Ioi (0 : ℝ), (pairAmp B (c * q)) ^ 2))
```

## The slope is minus twice the square

Differentiating the reciprocal gives

$$f'(e)=-\frac{2}{(2e+B)^2}=-2f(e)^2 .$$

This holds wherever $2e+B>0$, which is the hypothesis `h`. The proof differentiates $2x+B$, applies the rule for an inverse and rewrites the result in terms of $f$.

```lean
/-- The pair amplitude obeys the differential equation `f' = -2 f ^ 2`
wherever the pair energy denominator is positive. -/
theorem hasDerivAt_pairAmp {B e : ℝ} (h : 0 < 2 * e + B) :
    HasDerivAt (pairAmp B) (-2 * (pairAmp B e) ^ 2) e := by
  have h1 : HasDerivAt (fun x : ℝ => 2 * x + B) 2 e :=
    (((hasDerivAt_id' e).const_mul (2 : ℝ)).add_const B).congr_deriv (mul_one 2)
  have hf : pairAmp B = fun x => (2 * x + B)⁻¹ := by
    funext x
    simp [pairAmp]
  have h3 : -2 / (2 * e + B) ^ 2 = -2 * (pairAmp B e) ^ 2 := by
    rw [pairAmp, one_div, inv_pow, div_eq_mul_inv]
  rw [← h3, hf]
  exact h1.inv h.ne'
```

## Primitives for both integrands

From $f'=-2f^2$ it follows at once that

$$\frac{d}{de}\left(-\tfrac12 f\right)=f^2 .$$

```lean
/-- The function `-f / 2` has derivative `f ^ 2`, the pair density, wherever `2 e + B > 0`. -/
theorem hasDerivAt_density_primitive {B e : ℝ} (h : 0 < 2 * e + B) :
    HasDerivAt (fun x => -(1 / 2) * pairAmp B x) ((pairAmp B e) ^ 2) e :=
  ((hasDerivAt_pairAmp h).const_mul (-(1 / 2))).congr_deriv (by ring)
```

The squared slope is $f'^2=4f^4$, and

$$\frac{d}{de}\left(-\tfrac23 f^3\right)=-2f^2f'=4f^4=f'^2 .$$

The Lean proof first replaces `deriv (pairAmp B) e` by $-2f^2$, then uses the power rule.

```lean
/-- The function `-2 f ^ 3 / 3` has derivative `f' ^ 2`, the squared slope, wherever `2 e + B > 0`.
-/
theorem hasDerivAt_slope_primitive {B e : ℝ} (h : 0 < 2 * e + B) :
    HasDerivAt (fun x => -(2 / 3) * (pairAmp B x) ^ 3) ((deriv (pairAmp B) e) ^ 2) e := by
  rw [(hasDerivAt_pairAmp h).deriv]
  exact (((hasDerivAt_pairAmp h).fun_pow 3).const_mul (-(2 / 3))).congr_deriv
    (by norm_num; ring)
```

## The two integrals up to infinite energy

The upper limit contributes nothing, because $2e+B\to\infty$ and hence $f(e)\to0$. This is true for every real $B$.

```lean
/-- The pair amplitude vanishes at high energy. -/
theorem tendsto_pairAmp (B : ℝ) : Tendsto (pairAmp B) atTop (𝓝 0) := by
  have h : Tendsto (fun x : ℝ => 2 * x + B) atTop atTop :=
    tendsto_atTop_add_const_right _ B (tendsto_id.const_mul_atTop two_pos)
  have h2 := tendsto_inv_atTop_zero.comp h
  exact h2.congr (fun x => by simp [pairAmp])
```

At the lower limit $f(0)=1/B$, so

$$\int_0^\infty f^2\,de=0-\left(-\frac12\cdot\frac1B\right)=\frac{1}{2B}.$$

The integrand is non-negative and its primitive has a finite limit at infinity. Mathlib's theorems for this situation yield both integrability, written `IntegrableOn`, and the value. They are applied with the derivative known on the closed half-line `Ici 0`, and at its endpoint $e=0$ the condition $2e+B>0$ is exactly $B>0$.

```lean
/-- The pair amplitude is square integrable above the Fermi level, with norm integral
`1 / (2 B)`. -/
theorem density_integral {B : ℝ} (hB : 0 < B) :
    IntegrableOn (fun e => (pairAmp B e) ^ 2) (Ioi 0) ∧
      (∫ e in Ioi (0 : ℝ), (pairAmp B e) ^ 2) = 1 / (2 * B) := by
  have hd : ∀ e ∈ Ici (0 : ℝ),
      HasDerivAt (fun x => -(1 / 2) * pairAmp B x) ((pairAmp B e) ^ 2) e := fun e he =>
    hasDerivAt_density_primitive (by have := mem_Ici.mp he; linarith)
  have hl : Tendsto (fun x => -(1 / 2) * pairAmp B x) atTop (𝓝 (-(1 / 2) * 0)) :=
    (tendsto_pairAmp B).const_mul _
  refine ⟨integrableOn_Ioi_deriv_of_nonneg' hd (fun e _ => sq_nonneg _) hl,
    (integral_Ioi_of_hasDerivAt_of_nonneg' hd (fun e _ => sq_nonneg _) hl).trans ?_⟩
  simp only [pairAmp]
  ring
```

The same argument with the second primitive gives

$$\int_0^\infty f'^2\,de=0-\left(-\frac23\cdot\frac1{B^3}\right)=\frac{2}{3B^3}.$$

```lean
/-- The slope of the pair amplitude is square integrable above the Fermi level, with integral
`2 / (3 B ^ 3)`. -/
theorem slope_integral {B : ℝ} (hB : 0 < B) :
    IntegrableOn (fun e => (deriv (pairAmp B) e) ^ 2) (Ioi 0) ∧
      (∫ e in Ioi (0 : ℝ), (deriv (pairAmp B) e) ^ 2) = 2 / (3 * B ^ 3) := by
  have hd : ∀ e ∈ Ici (0 : ℝ), HasDerivAt (fun x => -(2 / 3) * (pairAmp B x) ^ 3)
      ((deriv (pairAmp B) e) ^ 2) e := fun e he =>
    hasDerivAt_slope_primitive (by have := mem_Ici.mp he; linarith)
  have hl : Tendsto (fun x => -(2 / 3) * (pairAmp B x) ^ 3) atTop
      (𝓝 (-(2 / 3) * 0 ^ 3)) := ((tendsto_pairAmp B).pow 3).const_mul _
  refine ⟨integrableOn_Ioi_deriv_of_nonneg' hd (fun e _ => sq_nonneg _) hl,
    (integral_Ioi_of_hasDerivAt_of_nonneg' hd (fun e _ => sq_nonneg _) hl).trans ?_⟩
  simp only [pairAmp]
  ring
```

## The ratio $4/(3B^2)$

Dividing the two values,

$$\frac{\int_0^\infty f'^2\,de}{\int_0^\infty f^2\,de}=\frac{2}{3B^3}\cdot 2B=\frac{4}{3B^2}.$$

The theorem has one hypothesis, $B>0$, and three conclusions: $f^2$ is integrable on $e>0$, $f'^2$ is integrable there, and the quotient has this value. The integrability clauses carry content, since Lean assigns the value zero to the integral of a non-integrable function.

At $B=0$ the first conclusion already fails. The amplitude becomes $f(e)=1/(2e)$, and for $0<\delta<1$

$$\int_\delta^1\frac{de}{4e^2}=\frac14\left(\frac1\delta-1\right),$$

which grows without bound as $\delta\to0$. An unbound pair at threshold has no normalisable amplitude of this form.

```lean
/-- For binding energy `B > 0` the pair amplitude and its slope are both square integrable above
the Fermi level, and the ratio of the two integrals is `4 / (3 B ^ 2)`. -/
theorem cooper_pair_size {B : ℝ} (hB : 0 < B) :
    IntegrableOn (fun e => (pairAmp B e) ^ 2) (Ioi 0) ∧
    IntegrableOn (fun e => (deriv (pairAmp B) e) ^ 2) (Ioi 0) ∧
    (∫ e in Ioi (0 : ℝ), (deriv (pairAmp B) e) ^ 2) /
      (∫ e in Ioi (0 : ℝ), (pairAmp B e) ^ 2) = 4 / (3 * B ^ 2) := by
  refine ⟨(density_integral hB).1, (slope_integral hB).1, ?_⟩
  rw [(density_integral hB).2, (slope_integral hB).2]
  field_simp
  ring
```

## From energy to length

By the chain rule, $\frac{d}{dq}f(cq)=c\,f'(cq)$. Substituting $e=cq$ gives $dq=de/c$ in both integrals, and the two factors $1/c$ cancel:

$$R^2=\frac{c^2\cdot\frac1c\cdot\frac{2}{3B^3}}{\frac1c\cdot\frac{1}{2B}}=\frac{4c^2}{3B^2},
\qquad R=\frac{2c}{\sqrt3\,B}=\frac{2\hbar v_F}{\sqrt3\,B}.$$

The hypothesis `hc`, $c>0$, says that energy rises with $q$; it lets the substitution map the half-line onto itself and makes the final square root positive. In the proof, `hder` is the chain rule, `e1` and `e2` are the substitutions, and `hsq` recognises the quotient as a perfect square.

For a single pair above an inert Fermi sea, with linear dispersion and no upper energy limit, weaker binding thus means a larger pair: halving $B$ at fixed Fermi velocity doubles the radius.

As a numerical instance, take $B=2$ and $c=1$ in matching units. The integrals are $\int f^2\,de=1/4$ and $\int f'^2\,de=2/24=1/12$. Their ratio is $1/3$, in agreement with $4/(3\cdot2^2)$, and the radius is $1/\sqrt3\approx0.577$.

```lean
/-- For `c > 0` (`ħ` times the Fermi velocity) and binding energy `B > 0`, the radius `pairRadius c
B` is `2 c / (√3 B)`, inversely proportional to the binding energy. -/
theorem pairRadius_eq {c B : ℝ} (hc : 0 < c) (hB : 0 < B) :
    pairRadius c B = 2 * c / (√3 * B) := by
  -- chain rule: a wave-number derivative is `c` times an energy derivative
  have hder : ∀ q ∈ Ioi (0 : ℝ), (deriv (fun p : ℝ => pairAmp B (c * p)) q) ^ 2 =
      c ^ 2 * (deriv (pairAmp B) (c * q)) ^ 2 := by
    intro q hq
    have hpos : 0 < 2 * (c * q) + B := by
      have := mul_pos hc (mem_Ioi.mp hq)
      linarith
    have h1 : HasDerivAt (fun p : ℝ => c * p) c q :=
      ((hasDerivAt_id' q).const_mul c).congr_deriv (mul_one c)
    have h0 : HasDerivAt (pairAmp B) (-2 * (pairAmp B (c * q)) ^ 2)
        ((fun p : ℝ => c * p) q) := hasDerivAt_pairAmp hpos
    have h2 := h0.comp q h1
    have h3 : HasDerivAt (fun p : ℝ => pairAmp B (c * p))
        (-2 * (pairAmp B (c * q)) ^ 2 * c) q := h2
    rw [h3.deriv, (hasDerivAt_pairAmp hpos).deriv]
    ring
  -- substitution `e = c * q` in both integrals
  have e1 := integral_comp_mul_left_Ioi (fun e => (deriv (pairAmp B) e) ^ 2) 0 hc
  have e2 := integral_comp_mul_left_Ioi (fun e => (pairAmp B e) ^ 2) 0 hc
  simp only [mul_zero, smul_eq_mul] at e1 e2
  have e3 : (∫ q in Ioi (0 : ℝ), (deriv (fun p : ℝ => pairAmp B (c * p)) q) ^ 2) =
      ∫ q in Ioi (0 : ℝ), c ^ 2 * (deriv (pairAmp B) (c * q)) ^ 2 :=
    setIntegral_congr_fun measurableSet_Ioi (fun q hq => hder q hq)
  have hsq : c ^ 2 * (c⁻¹ * (2 / (3 * B ^ 3))) / (c⁻¹ * (1 / (2 * B))) =
      (2 * c / (√3 * B)) ^ 2 := by
    rw [div_pow, mul_pow, mul_pow, Real.sq_sqrt (by norm_num)]
    field_simp
  rw [pairRadius, e3, integral_const_mul, e1, e2, (slope_integral hB).2,
    (density_integral hB).2, hsq, Real.sqrt_sq (by positivity)]
```

## An attraction confined to a finite shell

In Cooper's model the attraction acts only up to some energy $\omega>0$ above the Fermi level. The same primitives, evaluated between $0$ and $\omega$, give

$$\int_0^\omega f^2\,de=\frac12\left(\frac1B-\frac1{2\omega+B}\right)=\frac{\omega}{B(2\omega+B)},$$

$$\int_0^\omega f'^2\,de=\frac23\left(\frac1{B^3}-\frac1{(2\omega+B)^3}\right).$$

Set $x=B/(2\omega+B)$. Factoring the difference of cubes, $1-x^3=(1-x)(1+x+x^2)$, leads to

$$\frac{\int_0^\omega f'^2\,de}{\int_0^\omega f^2\,de}=\frac{4}{3B^2}\cdot\frac{1-x^3}{1-x}=\frac{4}{3B^2}\left(1+x+x^2\right).$$

When the binding energy is small compared with the shell width, $x$ is small and the half-line value is a good approximation. For $B=2$ and $\omega=1$ it is not: $x=1/2$, and the ratio rises from $1/3$ to $7/12$. As at the Fermi surface, the jump of the amplitude at the upper edge of the shell is not counted.

In the proof, `hN` and `hG` are the two integrals, obtained from the fundamental theorem of calculus. The integrability it requires is inherited from the half-line, and the remaining algebra is the factorisation above.

```lean
/-- For `B > 0` and an energy shell of finite width `ω > 0`, the integral of the squared slope of
the pair amplitude over the shell, divided by the integral of the squared amplitude, is `4 / (3 B ^
2)` times `1 + x + x ^ 2`, where `x = B / (2 ω + B)`. -/
theorem finite_shell_ratio {B ω : ℝ} (hB : 0 < B) (hω : 0 < ω) :
    (∫ e in (0 : ℝ)..ω, (deriv (pairAmp B) e) ^ 2) / (∫ e in (0 : ℝ)..ω, (pairAmp B e) ^ 2) =
      4 / (3 * B ^ 2) * (1 + B / (2 * ω + B) + (B / (2 * ω + B)) ^ 2) := by
  have hW : 2 * ω + B ≠ 0 := by positivity
  have hpos : ∀ e ∈ uIcc 0 ω, 0 < 2 * e + B := by
    intro e he
    rw [uIcc_of_le hω.le] at he
    linarith [he.1]
  have hN : (∫ e in (0 : ℝ)..ω, (pairAmp B e) ^ 2) = ω / (B * (2 * ω + B)) := by
    rw [intervalIntegral.integral_eq_sub_of_hasDerivAt
      (fun e he => hasDerivAt_density_primitive (hpos e he))
      ((intervalIntegrable_iff_integrableOn_Ioc_of_le hω.le).2
        ((density_integral hB).1.mono_set Ioc_subset_Ioi_self))]
    simp only [pairAmp, mul_zero, zero_add]
    field_simp
    ring
  have hG : (∫ e in (0 : ℝ)..ω, (deriv (pairAmp B) e) ^ 2) =
      2 / 3 * (1 / B ^ 3 - 1 / (2 * ω + B) ^ 3) := by
    rw [intervalIntegral.integral_eq_sub_of_hasDerivAt
      (fun e he => hasDerivAt_slope_primitive (hpos e he))
      ((intervalIntegrable_iff_integrableOn_Ioc_of_le hω.le).2
        ((slope_integral hB).1.mono_set Ioc_subset_Ioi_self))]
    simp only [pairAmp, mul_zero, zero_add, div_pow, one_pow]
    ring
  rw [hN, hG]
  field_simp
  ring

end

end CooperPairSize
```

```lean
#print axioms CooperPairSize.cooper_pair_size
#print axioms CooperPairSize.pairRadius_eq
#print axioms CooperPairSize.finite_shell_ratio
```

```
'CooperPairSize.cooper_pair_size' depends on axioms: [propext, Classical.choice, Quot.sound]
'CooperPairSize.pairRadius_eq' depends on axioms: [propext, Classical.choice, Quot.sound]
'CooperPairSize.finite_shell_ratio' depends on axioms: [propext, Classical.choice, Quot.sound]
```
